# For k ≤ m ≤ N, every k-body energy of N atoms is also an m-body energy

Suppose an interatomic potential is fitted to many snapshots of one molecule. The positions change from snapshot to snapshot, but the number of atoms, $N$, is always the same. A model made only of triplet terms reproduces the energies perfectly. Does this show that the atoms interact through three-body forces?

It does not, if the triplet term may be any function of its three atoms. Energies that come from a pair potential can be reproduced just as perfectly, because at fixed $N \ge 3$ a sum over pairs can be rewritten as a sum over triplets. The same holds for any orders $k \le m \le N$. For the fitting of classical or machine-learned potentials with unrestricted cluster terms, this means that a successful $m$-body fit to data at a single atom number does not rule out a lower body order.

## Atoms, configurations and body-ordered energies

Let $\alpha$ be the set of all possible atoms, where an atom carries its labels with it, such as species and position. A configuration is a finite set $S$ of atoms, and $|S|$ is their number. The same molecule in a new geometry is a different set $S$. In Lean, `α` is an arbitrary type and a configuration has type `Finset α`.

```lean
import Mathlib

open Finset

namespace BodyOrderNonuniqueness

noncomputable section

variable {α : Type*}
```

A $k$-body term $V$ assigns a real energy to each cluster of $k$ atoms. The $k$-body energy of $S$ is

$$E_k[V](S) = \sum_{T \subseteq S,\ |T| = k} V(T).$$

Each cluster is counted once, so a pair energy needs no factor $1/2$. Because $V$ acts on sets, it does not depend on the order in which atoms are listed. No translational or rotational symmetry, smoothness or cutoff is assumed.

```lean
/-- The `k`-body energy of a configuration `S`: the sum of the term `V` over all
`k`-atom clusters in `S`. -/
def bodyEnergy (k : ℕ) (V : Finset α → ℝ) (S : Finset α) : ℝ :=
  ∑ T ∈ S.powersetCard k, V T
```

The set of $k$-atom clusters in $S$ is `S.powersetCard k`. The function `V` is defined on all finite sets, but `bodyEnergy k` reads it only on sets of $k$ atoms. For $k = 0$ the energy is the constant $V(\emptyset)$, and for $k > |S|$ it is an empty sum, hence zero.

The $m$-body term that will imitate $V$ at atom number $N$ is the $k$-body energy inside the larger cluster, divided by a binomial coefficient:

$$W(U) = \binom{N-k}{m-k}^{-1} \sum_{T \subseteq U,\ |T| = k} V(T).$$

```lean
/-- The `m`-body term built from a `k`-body term `V` for use at atom number `N`: the
`k`-body energy inside the cluster `U`, divided by `binom (N - k) (m - k)`. -/
def liftedTerm (N k m : ℕ) (V : Finset α → ℝ) (U : Finset α) : ℝ :=
  ((N - k).choose (m - k) : ℝ)⁻¹ * bodyEnergy k V U
```

The atom number $N$ enters the term as a fixed parameter, so for $k < m$ the potential `liftedTerm N k m V` generally changes with $N$.

## How many large clusters contain a given small one

Fix a $k$-atom cluster $T \subseteq S$ and let $k \le m$. An $m$-atom cluster $U$ with $T \subseteq U \subseteq S$ is determined by its other $m-k$ atoms, which are chosen from the $|S|-k$ atoms of $S \setminus T$. Therefore

$$\#\{U : T \subseteq U \subseteq S,\ |U| = m\} = \binom{|S|-k}{m-k}.$$

```lean
/-- A `k`-atom cluster `T` in `S` is contained in exactly `binom (|S| - k) (m - k)` of the
`m`-atom clusters of `S`. -/
theorem card_clusters_containing [DecidableEq α] {S T : Finset α} {k m : ℕ}
    (hTS : T ⊆ S) (hT : T.card = k) (hkm : k ≤ m) :
    ((S.powersetCard m).filter (fun U => T ⊆ U)).card
      = (S.card - k).choose (m - k) := by
  have hST : (S \ T).card = S.card - k := by
    have h := Finset.card_sdiff_add_card_eq_card hTS
    omega
  rw [← hST, ← Finset.card_powersetCard]
  have hback : ∀ R ∈ (S \ T).powersetCard (m - k), (R ∪ T) \ T = R := by
    intro R hR
    rw [Finset.mem_powersetCard] at hR
    ext x
    have hx : x ∈ R → x ∉ T := fun h => (Finset.mem_sdiff.mp (hR.1 h)).2
    simp only [Finset.mem_sdiff, Finset.mem_union]
    tauto
  -- removing `T` and adding it back are mutually inverse
  refine Finset.card_bij' (fun U _ => U \ T) (fun R _ => R ∪ T) ?_ ?_ ?_ ?_
  · intro U hU
    rw [Finset.mem_filter, Finset.mem_powersetCard] at hU
    rw [Finset.mem_powersetCard]
    have h := Finset.card_sdiff_add_card_eq_card hU.2
    exact ⟨Finset.sdiff_subset_sdiff hU.1.1 (Finset.Subset.refl T), by omega⟩
  · intro R hR
    have hb := hback R hR
    have h := Finset.card_sdiff_add_card_eq_card
      (Finset.subset_union_right : T ⊆ R ∪ T)
    rw [hb] at h
    rw [Finset.mem_powersetCard] at hR
    rw [Finset.mem_filter, Finset.mem_powersetCard]
    exact ⟨⟨Finset.union_subset (hR.1.trans Finset.sdiff_subset) hTS, by omega⟩,
      Finset.subset_union_right⟩
  · intro U hU
    exact Finset.sdiff_union_of_subset (Finset.mem_filter.mp hU).2
  · intro R hR
    exact hback R hR
```

The proof makes the phrase "determined by its other atoms" into a bijection. `Finset.card_bij'` takes the two maps $U \mapsto U \setminus T$ and $R \mapsto R \cup T$, and asks that each land in the right collection and that each undo the other. The auxiliary statement `hback` says that $(R \cup T) \setminus T = R$, which holds because $R$ contains no atom of $T$. The calls to `omega` settle the arithmetic of the cluster sizes.

## Summing the energies of all large clusters

Still with $k \le m$, add the $k$-body energies of all $m$-atom clusters of $S$ and exchange the order of summation:

$$\sum_{|U|=m} E_k[V](U) = \sum_{|U|=m}\ \sum_{T \subseteq U,\ |T|=k} V(T) = \sum_{|T|=k} V(T)\, \#\{U : T \subseteq U,\ |U| = m\},$$

where $U$ and $T$ are subsets of $S$. By the count above, every $V(T)$ appears the same number of times, so

$$\sum_{|U|=m} E_k[V](U) = \binom{|S|-k}{m-k} E_k[V](S).$$

```lean
/-- Adding up the `k`-body energies of all `m`-atom clusters of `S` gives the `k`-body
energy of `S` multiplied by `binom (|S| - k) (m - k)`. -/
theorem sum_cluster_energies {k m : ℕ} (hkm : k ≤ m) (V : Finset α → ℝ) (S : Finset α) :
    ∑ U ∈ S.powersetCard m, bodyEnergy k V U
      = ((S.card - k).choose (m - k) : ℝ) * bodyEnergy k V S := by
  classical
  unfold bodyEnergy
  -- exchange the sums over large and small clusters
  have key : ∑ U ∈ S.powersetCard m, ∑ T ∈ U.powersetCard k, V T
      = ∑ T ∈ S.powersetCard k,
          ∑ _U ∈ (S.powersetCard m).filter (fun U => T ⊆ U), V T := by
    apply Finset.sum_comm'
    intro U T
    simp only [Finset.mem_powersetCard, Finset.mem_filter]
    constructor
    · rintro ⟨⟨hU, hm⟩, hT, hk⟩
      exact ⟨⟨⟨hU, hm⟩, hT⟩, hT.trans hU, hk⟩
    · rintro ⟨⟨⟨hU, hm⟩, hT⟩, _, hk⟩
      exact ⟨⟨hU, hm⟩, hT, hk⟩
  rw [key, Finset.mul_sum]
  refine Finset.sum_congr rfl fun T hT => ?_
  rw [Finset.mem_powersetCard] at hT
  rw [Finset.sum_const, card_clusters_containing hT.1 hT.2 hkm, nsmul_eq_mul]
```

The exchange is the statement `key`. `Finset.sum_comm'` reduces it to the remark that both double sums run over the same pairs $(U, T)$, and the two `rintro` branches check this in each direction. The inner sum then adds a constant, and `card_clusters_containing` supplies the number of summands.

## The imitation at an arbitrary atom number

The normalisation in $W$ does not depend on $U$ and can be taken out of the sum:

$$E_m[W](S) = \binom{N-k}{m-k}^{-1} \sum_{|U|=m} E_k[V](U).$$

Since $m \le N$, the binomial coefficient is positive. Multiplying by it and using the previous identity gives, for a configuration of any size,

$$\binom{N-k}{m-k} E_m[W](S) = \binom{|S|-k}{m-k} E_k[V](S).$$

```lean
/-- For `k ≤ m ≤ N` and a configuration `S` of any size, `binom (N - k) (m - k)` times the `m`-body
energy built for atom number `N` equals `binom (|S| - k) (m - k)` times the original `k`-body
energy. -/
theorem lifted_energy_scaling {N k m : ℕ} (hkm : k ≤ m) (hmN : m ≤ N)
    (V : Finset α → ℝ) (S : Finset α) :
    ((N - k).choose (m - k) : ℝ) * bodyEnergy m (liftedTerm N k m V) S
      = ((S.card - k).choose (m - k) : ℝ) * bodyEnergy k V S := by
  have hC : ((N - k).choose (m - k) : ℝ) ≠ 0 := by
    have h : 0 < (N - k).choose (m - k) := Nat.choose_pos (by omega)
    exact_mod_cast h.ne'
  have h : bodyEnergy m (liftedTerm N k m V) S
      = ((N - k).choose (m - k) : ℝ)⁻¹ * ∑ U ∈ S.powersetCard m, bodyEnergy k V U := by
    rw [Finset.mul_sum]
    rfl
  rw [h, mul_inv_cancel_left₀ hC, sum_cluster_energies hkm]
```

Here `hC` records that the normalisation is nonzero, and `h` is the step that takes it out of the sum. The final line cancels the factor against its inverse and applies `sum_cluster_energies`.

## Equality at N atoms

If $|S| = N$, the two binomial coefficients coincide. Cancelling them leaves

$$E_k[V](S) = E_m[W](S) \qquad (k \le m \le N,\ |S| = N).$$

```lean
/-- For `k ≤ m ≤ N`, every `k`-body energy equals an `m`-body energy, with the explicit
term `liftedTerm N k m V`, on all configurations of `N` atoms. -/
theorem bodyEnergy_eq_lifted {N k m : ℕ} (hkm : k ≤ m) (hmN : m ≤ N)
    (V : Finset α → ℝ) {S : Finset α} (hS : S.card = N) :
    bodyEnergy k V S = bodyEnergy m (liftedTerm N k m V) S := by
  have hC : ((N - k).choose (m - k) : ℝ) ≠ 0 := by
    have h : 0 < (N - k).choose (m - k) := Nat.choose_pos (by omega)
    exact_mod_cast h.ne'
  have h := lifted_energy_scaling hkm hmN V S
  rw [hS] at h
  exact (mul_left_cancel₀ hC h).symm
```

In words: for every term `V` and every configuration `S` with `S.card = N`, the $k$-body energy of `S` equals the $m$-body energy whose term is `liftedTerm N k m V`. The term is fixed before the configuration is chosen, so one $m$-body potential serves for all geometries and compositions with $N$ atoms. Forces are not part of the Lean development, but where $V$ is differentiable in the positions, differentiating this equality gives equal forces as well.

The freedom of the $m$-body term matters. For $k = 2$ and $m = 3$, $W$ of a triplet keeps a fraction $1/(N-2)$ of the energy of a close pair even when the third atom is far away. A model whose triplet term must vanish in that limit generally excludes this $W$.

## A whole expansion in one order

A practical model often contains several body orders at once, with terms $V_0, V_1, \dots, V_m$. Each order $j \le m$ can be lifted separately to a term $W_j$, with normalisation $\binom{N-j}{m-j}^{-1}$. Adding the results gives, for $|S| = N$,

$$\sum_{j=0}^{m} E_j[V_j](S) = \sum_{j=0}^{m} E_m[W_j](S) = E_m\Big[\sum_{j=0}^{m} W_j\Big](S).$$

```lean
/-- For `m ≤ N`, on configurations of `N` atoms, a body-order expansion with terms of all orders
from `0` to `m` equals a single pure `m`-body energy. -/
theorem expansion_eq_pure_body {N m : ℕ} (hmN : m ≤ N)
    (V : Finset α → ℝ) {S : Finset α} (hS : S.card = N) :
    ∑ j ∈ range (m + 1), bodyEnergy j V S
      = bodyEnergy m (fun U => ∑ j ∈ range (m + 1), liftedTerm N j m V U) S := by
  calc ∑ j ∈ range (m + 1), bodyEnergy j V S
      = ∑ j ∈ range (m + 1), bodyEnergy m (liftedTerm N j m V) S := by
        refine Finset.sum_congr rfl fun j hj => ?_
        have hj' := Finset.mem_range.mp hj
        exact bodyEnergy_eq_lifted (by omega) hmN V hS
    _ = _ := by
        simp only [bodyEnergy]
        exact Finset.sum_comm
```

The Lean statement uses a single function `V` for all orders. This loses nothing, since order $j$ reads `V` only on $j$-atom sets, and the values there can be taken to be those of $V_j$. The first step of the `calc` block applies `bodyEnergy_eq_lifted` to each order, and the second exchanges the sum over orders with the sum over clusters.

## Pairs written as triplets

For $k = 2$ and $m = 3$ the normalisation is $\binom{N-2}{1} = N-2$, because each pair lies in one triplet for every remaining atom. With $N \ge 3$ and $|S| = N$,

$$\sum_{\text{pairs}} V(\{a,b\}) = \sum_{\text{triplets}} \frac{V(\{a,b\}) + V(\{a,c\}) + V(\{b,c\})}{N-2}.$$

```lean
/-- For `N ≥ 3` atoms, a pair energy equals the triplet energy whose term is the sum of
the three pair terms in the triplet divided by `N - 2`. -/
theorem pair_energy_eq_triplet_energy {N : ℕ} (hN : 3 ≤ N)
    (V : Finset α → ℝ) {S : Finset α} (hS : S.card = N) :
    bodyEnergy 2 V S = bodyEnergy 3 (fun U => bodyEnergy 2 V U / ((N : ℝ) - 2)) S := by
  rw [bodyEnergy_eq_lifted (by norm_num : 2 ≤ 3) hN V hS]
  have hc : ((N - 2).choose (3 - 2) : ℝ) = (N : ℝ) - 2 := by
    rw [show 3 - 2 = 1 from rfl, Nat.choose_one_right, Nat.cast_sub (by omega)]
    norm_num
  have hW : liftedTerm N 2 3 V = fun U => bodyEnergy 2 V U / ((N : ℝ) - 2) := by
    funext U
    rw [liftedTerm, hc, div_eq_mul_inv, mul_comm]
  rw [hW]
```

The proof specialises the general theorem. `hc` evaluates the binomial coefficient as the real number $N-2$, and `hW` rewrites the lifted term as a division.

Take four atoms with pair energies, in arbitrary units,

$$V_{12}=1,\quad V_{13}=2,\quad V_{14}=3,\quad V_{23}=4,\quad V_{24}=5,\quad V_{34}=6.$$

The pair energy is $21$. The pair energies inside the triplets are

| Triplet | Sum of its pairs | Triplet term $W$ |
|---|---|---|
| 123 | $1+2+4=7$ | $3.5$ |
| 124 | $1+3+5=9$ | $4.5$ |
| 134 | $2+3+6=11$ | $5.5$ |
| 234 | $4+5+6=15$ | $7.5$ |

and the triplet terms add up to $3.5+4.5+5.5+7.5=21$.

## What a second atom number reveals

Remove atom 4 from the example and keep both potentials as they are. The pair energy of the remaining three atoms is $7$, while the triplet model, still normalised for $N = 4$, gives $3.5$. The two models now disagree.

In general, let $k < m \le N$ and $|S| = n \ne N$, and write $C_n = \binom{n-k}{m-k}$ and $C_N = \binom{N-k}{m-k}$. If $n < k$, both energies are empty sums and vanish. For $n \ge k$, the scaling relation reads $C_N E_m[W](S) = C_n E_k[V](S)$. If the two energies agree, then

$$(C_N - C_n)\, E_k[V](S) = 0.$$

The coefficients differ, because binomials grow strictly in the upper argument. Indeed, for $0 < r \le b$ and $a < b$,

$$\binom{b}{r} = \binom{b-1}{r-1} + \binom{b-1}{r} > \binom{b-1}{r} \ge \binom{a}{r}.$$

Hence $E_k[V](S) = 0$. Conversely, if $E_k[V](S) = 0$, then $C_N E_m[W](S) = 0$, and so $E_m[W](S) = 0$ as well.

```lean
/-- For `k < m ≤ N` and a configuration whose atom number differs from `N`, the `m`-body
energy built for `N` atoms agrees with the `k`-body energy exactly when the latter is zero. -/
theorem lifted_agrees_off_size_iff {N k m : ℕ} (hkm : k < m) (hmN : m ≤ N)
    (V : Finset α → ℝ) {S : Finset α} (hS : S.card ≠ N) :
    bodyEnergy m (liftedTerm N k m V) S = bodyEnergy k V S ↔ bodyEnergy k V S = 0 := by
  -- binomials grow strictly with the upper argument
  have mono : ∀ a b r : ℕ, 0 < r → r ≤ b → a < b → a.choose r < b.choose r := by
    intro a b r hr hrb hab
    obtain ⟨b, rfl⟩ : ∃ c, b = c + 1 := ⟨b - 1, by omega⟩
    obtain ⟨r, rfl⟩ : ∃ c, r = c + 1 := ⟨r - 1, by omega⟩
    have h1 : 0 < b.choose r := Nat.choose_pos (by omega)
    have h2 : a.choose (r + 1) ≤ b.choose (r + 1) :=
      Nat.choose_le_choose (r + 1) (by omega)
    rw [Nat.choose_succ_succ' b r]
    omega
  have hne : (N - k).choose (m - k) ≠ (S.card - k).choose (m - k) := by
    rcases Nat.lt_or_ge (S.card - k) (N - k) with h | h
    · exact (mono _ _ _ (by omega) (by omega) h).ne'
    · exact (mono _ _ _ (by omega) (by omega) (by omega)).ne
  have hsub : ((N - k).choose (m - k) : ℝ) - ((S.card - k).choose (m - k) : ℝ) ≠ 0 :=
    sub_ne_zero.mpr (by exact_mod_cast hne)
  have hC : ((N - k).choose (m - k) : ℝ) ≠ 0 := by
    have h : 0 < (N - k).choose (m - k) := Nat.choose_pos (by omega)
    exact_mod_cast h.ne'
  have h := lifted_energy_scaling hkm.le hmN V S
  constructor
  · intro he
    rw [he] at h
    refine (mul_eq_zero.mp ?_).resolve_left hsub
    linear_combination h
  · intro h0
    rw [h0, mul_zero] at h
    rw [h0]
    exact (mul_eq_zero.mp h).resolve_left hC

end

end BodyOrderNonuniqueness
```

The statement `mono` is the inequality for binomials, proved by Pascal's rule, and `hne` applies it with the larger of the two atom numbers on top. Natural-number subtraction in Lean stops at zero, which lets the same argument cover $n < k$. In the forward direction, `linear_combination` rearranges the scaling relation into the product above, and `hsub` removes the nonzero factor.

A configuration of another size therefore distinguishes $V$ from this particular $W$ whenever its $k$-body energy is nonzero. The theorem compares only these two potentials; whether some other $m$-body term could match the data at both sizes is a separate question.

```lean
#print axioms BodyOrderNonuniqueness.bodyEnergy_eq_lifted
-- 'BodyOrderNonuniqueness.bodyEnergy_eq_lifted' depends on axioms: [propext, Classical.choice, Quot.sound]
#print axioms BodyOrderNonuniqueness.expansion_eq_pure_body
-- 'BodyOrderNonuniqueness.expansion_eq_pure_body' depends on axioms: [propext, Classical.choice, Quot.sound]
#print axioms BodyOrderNonuniqueness.pair_energy_eq_triplet_energy
-- 'BodyOrderNonuniqueness.pair_energy_eq_triplet_energy' depends on axioms: [propext, Classical.choice, Quot.sound]
#print axioms BodyOrderNonuniqueness.lifted_agrees_off_size_iff
-- 'BodyOrderNonuniqueness.lifted_agrees_off_size_iff' depends on axioms: [propext, Classical.choice, Quot.sound]
```
